# Away from the Bare Doubles, Arrow-Matrix Eigenvalues Are the Solutions of a Dressed Equation

The double excitations are kept here as explicit basis states, so the Hamiltonian is a finite real matrix, and an excitation energy is a real number $w$ that is the eigenvalue of some nonzero real eigenvector of that matrix. The frequency-dependent equation is then something to be derived from the matrix, not the definition of the spectrum.

Let $s$ be the energy of one single excitation, $d_j$ the energies of the doubles, and $c_j$ the real couplings between them. With two doubles the matrix is

$$
\begin{pmatrix} s & c_1 & c_2\\ c_1 & d_1 & 0\\ c_2 & 0 & d_2\end{pmatrix},
$$

and its nonzero entries form an arrow. For $w$ different from every $d_j$, the result is that $w$ is an eigenvalue exactly when

$$
w = s+\sum_j \frac{c_j^2}{w-d_j}.
$$

In linear-response time-dependent density-functional theory, an adiabatic kernel misses states of double-excitation character, and a frequency-dependent "dressed" kernel can restore them; this model, with one single and finitely many mutually uncoupled doubles, shows the algebra behind that frequency dependence. It does not construct an exchange-correlation kernel or derive $s$, $c_j$ and $d_j$ from a density functional.

The doubles are labelled by a finite type `ι`, which may be empty. In that case only the single excitation remains and the equation reads $w=s$.

```lean
import Mathlib

open Matrix

namespace DressedKernel

noncomputable section

variable {ι : Type*} [Fintype ι]
```

## The dressed energy and its slope

The right-hand side of the equation is a function of the frequency,

$$
f(w)=s+\sum_j\frac{c_j^2}{w-d_j}.
$$

In Lean it is `dressedEnergy s c d`, where `c` and `d` are real functions on `ι`. All energies are in the same unit and measured from the same reference, which for excitation energies is the ground state.

```lean
/-- The frequency-dependent energy of the single excitation, dressed by its coupling `c j`
to double excitations of energies `d j`. -/
def dressedEnergy (s : ℝ) (c d : ι → ℝ) (w : ℝ) : ℝ :=
  s + ∑ j, c j ^ 2 / (w - d j)
```

Away from the poles, each term can be differentiated by the quotient rule:

$$
\frac{\mathrm d}{\mathrm dw}\frac{c_j^2}{w-d_j}=-\frac{c_j^2}{(w-d_j)^2},
\qquad
f'(w)=-\sum_j\frac{c_j^2}{(w-d_j)^2}\le 0.
$$

The hypothesis `hw` says that $w$ differs from every $d_j$, so no denominator vanishes. In the proof, `term` differentiates one summand; the sum rule and the constant $s$ then give the whole derivative. This slope will fix the weight of the single excitation in an eigenvector.

```lean
/-- Away from the double excitations, the dressed energy has slope
`-∑ c_j² / (w - d_j)²` in the frequency. -/
theorem hasDerivAt_dressedEnergy (s : ℝ) (c d : ι → ℝ) {w : ℝ} (hw : ∀ j, w ≠ d j) :
    HasDerivAt (dressedEnergy s c d) (-∑ j, c j ^ 2 / (w - d j) ^ 2) w := by
  have term : ∀ j ∈ (Finset.univ : Finset ι),
      HasDerivAt (fun x : ℝ => c j ^ 2 / (x - d j)) (-(c j ^ 2 / (w - d j) ^ 2)) w := by
    intro j _
    have h := (hasDerivAt_const w (c j ^ 2)).fun_div
      ((hasDerivAt_id' w).sub_const (d j)) (sub_ne_zero.2 (hw j))
    exact h.congr_deriv (by ring)
  have h := (HasDerivAt.fun_sum term).const_add s
  rw [← Finset.sum_neg_distrib]
  exact h
```

## The matrix and its eigenvectors

The basis is indexed by `Unit ⊕ ι`: one state for the single excitation, followed by one for each double. The four blocks of `arrow s c d` are the number $s$, the row of couplings, the same couplings as a column, and the diagonal matrix of the $d_j$. Doubles in a molecule generally couple to one another, but an orthogonal rotation among them that diagonalises their real symmetric block brings the matrix to this form. The $d_j$ and $c_j$ then belong to the rotated doubles.

```lean
variable [DecidableEq ι]

/-- The arrow matrix of one single excitation of energy `s` coupled through `c j` to
double excitations of energies `d j`, which do not couple among themselves. -/
def arrow (s : ℝ) (c d : ι → ℝ) : Matrix (Unit ⊕ ι) (Unit ⊕ ι) ℝ :=
  Matrix.fromBlocks (Matrix.of fun _ _ => s) (Matrix.of fun _ j => c j)
    (Matrix.of fun j _ => c j) (Matrix.diagonal d)
```

An eigenvector must be nonzero, because the zero vector satisfies the eigenvalue equation for every $w$. The definition `IsExcitationEnergy` therefore asks for some $v\ne0$ with $Hv=wv$, where $H$ is the arrow matrix. It does not record how many independent eigenvectors there are.

```lean
/-- `w` is an excitation energy if the arrow matrix has a nonzero eigenvector
with eigenvalue `w`. -/
def IsExcitationEnergy (s : ℝ) (c d : ι → ℝ) (w : ℝ) : Prop :=
  ∃ v : Unit ⊕ ι → ℝ, v ≠ 0 ∧ arrow s c d *ᵥ v = w • v
```

The two coupling blocks are transposes of each other and the other two blocks are symmetric, so $H^{\mathsf T}=H$. This is the real form of a Hermitian Hamiltonian.

```lean
omit [Fintype ι] in
/-- The arrow matrix is symmetric. -/
theorem arrow_isSymm (s : ℝ) (c d : ι → ℝ) : (arrow s c d).IsSymm := by
  unfold arrow
  exact Matrix.IsSymm.fromBlocks rfl rfl (Matrix.isSymm_diagonal d)
```

Write $x$ for the amplitude of the single excitation, `v (Sum.inl ())`, and $y_j$ for the amplitude of double $j$, `v (Sum.inr j)`. Multiplying out $Hv=wv$ gives

$$
s\,x+\sum_j c_j y_j=w\,x,
\qquad
c_j x+d_j y_j=w\,y_j\quad\text{for every } j.
$$

The lemma `eigen_iff` states that these rows together are equivalent to the matrix equation. Its auxiliary facts `h0` and `h1` compute the two kinds of component of $Hv$; the rest compares the vectors entry by entry.

```lean
/-- The eigenvalue equation consists of one row for the single excitation and one row
for each double excitation. -/
theorem eigen_iff (s : ℝ) (c d : ι → ℝ) (w : ℝ) (v : Unit ⊕ ι → ℝ) :
    arrow s c d *ᵥ v = w • v ↔
      s * v (Sum.inl ()) + ∑ j, c j * v (Sum.inr j) = w * v (Sum.inl ()) ∧
      ∀ j, c j * v (Sum.inl ()) + d j * v (Sum.inr j) = w * v (Sum.inr j) := by
  have h0 : (arrow s c d *ᵥ v) (Sum.inl ()) =
      s * v (Sum.inl ()) + ∑ j, c j * v (Sum.inr j) := by
    simp [arrow, Matrix.mulVec, dotProduct, Fintype.sum_sum_type]
  have h1 : ∀ j, (arrow s c d *ᵥ v) (Sum.inr j) =
      c j * v (Sum.inl ()) + d j * v (Sum.inr j) := by
    intro j
    simp [arrow, Matrix.mulVec, dotProduct, Fintype.sum_sum_type, Matrix.diagonal_apply]
  constructor
  · intro h
    refine ⟨?_, fun j => ?_⟩
    · rw [← h0, h, Pi.smul_apply, smul_eq_mul]
    · rw [← h1, h, Pi.smul_apply, smul_eq_mul]
  · rintro ⟨ha, hb⟩
    funext i
    rcases i with u | j
    · cases u
      rw [h0, ha, Pi.smul_apply, smul_eq_mul]
    · rw [h1, hb, Pi.smul_apply, smul_eq_mul]
```

## Eliminating the doubles

The row of double $j$ rearranges to $(w-d_j)y_j=c_jx$. Since $w\ne d_j$, division is allowed:

$$
y_j=\frac{c_j}{w-d_j}\,x.
$$

The amplitude of double $j$ is thus large compared with that of the single excitation when $|w-d_j|$ is much smaller than $|c_j|$. The proof follows the same route: it clears the denominator with `eq_div_iff` and closes the remaining identity using the row equation `hj`.

```lean
/-- Away from the double excitations, the amplitude of each double in an eigenvector is
`c_j / (w - d_j)` times the amplitude of the single excitation. -/
theorem double_amplitude {s : ℝ} {c d : ι → ℝ} {w : ℝ} {v : Unit ⊕ ι → ℝ}
    (hw : ∀ j, w ≠ d j) (h : arrow s c d *ᵥ v = w • v) (j : ι) :
    v (Sum.inr j) = c j / (w - d j) * v (Sum.inl ()) := by
  have hj := ((eigen_iff s c d w v).1 h).2 j
  have hne : w - d j ≠ 0 := sub_ne_zero.2 (hw j)
  rw [div_mul_eq_mul_div, eq_div_iff hne]
  linear_combination -hj
```

Suppose first that $v$ is an eigenvector. If $x$ were zero, every $y_j$ would be zero as well, contradicting $v\ne0$. Hence $x\ne0$. Substituting the amplitudes into the row of the single excitation gives

$$
\left(s+\sum_j\frac{c_j^2}{w-d_j}\right)x=w\,x,
$$

and cancelling $x$ leaves $f(w)=w$.

Conversely, suppose $f(w)=w$, and take $x=1$ and $y_j=c_j/(w-d_j)$. The row of the single excitation is then the dressed equation itself. The row of double $j$ holds because

$$
(w-d_j)\,\frac{c_j}{w-d_j}=c_j.
$$

The vector is nonzero because its first entry is $1$. Its normalised form is

$$
\frac{1}{\sqrt{1+\sum_j c_j^2/(w-d_j)^2}}
\left(1,\ \frac{c_j}{w-d_j}\right).
$$

In the code, `hx` establishes $x\ne0$, the first `hsum` carries out the substitution, and `mul_right_cancel₀` cancels $x$. The second half supplies the unnormalised trial vector through `Sum.elim` and checks its rows with `eigen_iff`.

```lean
/-- A frequency different from every double-excitation energy is an eigenvalue of the arrow
matrix exactly when it solves the dressed equation `w = s + ∑ c_j² / (w - d_j)`. -/
theorem isExcitationEnergy_iff_dressed (s : ℝ) (c d : ι → ℝ) {w : ℝ}
    (hw : ∀ j, w ≠ d j) :
    IsExcitationEnergy s c d w ↔ w = dressedEnergy s c d w := by
  constructor
  · rintro ⟨v, hv, h⟩
    have amp := double_amplitude hw h
    -- an eigenvector without single-excitation character would vanish altogether
    have hx : v (Sum.inl ()) ≠ 0 := by
      intro hx
      apply hv
      funext i
      rcases i with u | j
      · cases u
        exact hx
      · rw [amp j, hx, mul_zero]
        rfl
    -- eliminate the doubles from the row of the single excitation
    have hsum : ∑ j, c j * v (Sum.inr j) =
        (∑ j, c j ^ 2 / (w - d j)) * v (Sum.inl ()) := by
      rw [Finset.sum_mul]
      refine Finset.sum_congr rfl fun j _ => ?_
      rw [amp j]
      ring
    have h0 := ((eigen_iff s c d w v).1 h).1
    apply mul_right_cancel₀ hx
    unfold dressedEnergy
    linear_combination hsum - h0
  · intro h
    refine ⟨Sum.elim (fun _ => 1) (fun j => c j / (w - d j)), ?_, ?_⟩
    · intro h0
      have h1 := congrFun h0 (Sum.inl ())
      simp at h1
    · rw [eigen_iff]
      simp only [Sum.elim_inl, Sum.elim_inr]
      refine ⟨?_, fun j => ?_⟩
      · have hsum : ∑ j, c j * (c j / (w - d j)) = ∑ j, c j ^ 2 / (w - d j) :=
          Finset.sum_congr rfl fun j _ => by ring
        unfold dressedEnergy at h
        rw [hsum]
        linear_combination -h
      · have hne : w - d j ≠ 0 := sub_ne_zero.2 (hw j)
        have hc : c j / (w - d j) * (w - d j) = c j := div_mul_cancel₀ _ hne
        linear_combination -hc
```

## How much single excitation remains

For a normalised eigenvector, the eliminated amplitudes give

$$
1=x^2+\sum_j y_j^2
=x^2\left(1+\sum_j\frac{c_j^2}{(w-d_j)^2}\right)
=x^2\bigl(1-f'(w)\bigr),
$$

and therefore

$$
x^2=\frac{1}{1-f'(w)}.
$$

The denominator is at least $1$, so the division is safe. The normalisation is the hypothesis `hnorm`; `hn` splits it into single and double parts, and `hS` inserts the amplitudes of the doubles.

Take one double with $s=5$, $d=8$ and $c=2$ in some energy unit. The dressed equation is

$$
w=5+\frac{4}{w-8},
\qquad\text{or}\qquad (w-5)(w-8)=4,
$$

with solutions $w=4$ and $w=9$. The slopes are $f'(4)=-\tfrac14$ and $f'(9)=-4$, so the weights of the single excitation are $\tfrac45$ and $\tfrac15$. The normalised eigenvectors are $(2,-1)/\sqrt5$ and $(1,2)/\sqrt5$, which give the same weights. One bare single has become two states that share its character.

```lean
/-- In a normalised eigenvector away from the double excitations, the weight of the single
excitation is `1 / (1 - f'(w))`, where `f` is the dressed energy. -/
theorem single_weight {s : ℝ} {c d : ι → ℝ} {w : ℝ} {v : Unit ⊕ ι → ℝ}
    (hw : ∀ j, w ≠ d j) (h : arrow s c d *ᵥ v = w • v) (hnorm : ∑ i, v i ^ 2 = 1) :
    v (Sum.inl ()) ^ 2 = 1 / (1 - deriv (dressedEnergy s c d) w) := by
  rw [(hasDerivAt_dressedEnergy s c d hw).deriv]
  have hpos : 0 ≤ ∑ j, c j ^ 2 / (w - d j) ^ 2 :=
    Finset.sum_nonneg fun j _ => by positivity
  have hn : v (Sum.inl ()) ^ 2 + ∑ j, v (Sum.inr j) ^ 2 = 1 := by
    simpa [Fintype.sum_sum_type] using hnorm
  have hS : ∑ j, v (Sum.inr j) ^ 2 =
      (∑ j, c j ^ 2 / (w - d j) ^ 2) * v (Sum.inl ()) ^ 2 := by
    rw [Finset.sum_mul]
    refine Finset.sum_congr rfl fun j _ => ?_
    rw [double_amplitude hw h j, mul_pow, div_pow]
  rw [eq_div_iff (by linarith)]
  linear_combination hn - hS
```

## The excluded energies

It remains to see what happens at $w=d_k$, where the elimination fails. Assume that the $d_j$ are distinct. This is the hypothesis `Function.Injective d`, and physically it means that no two doubles are degenerate.

Suppose $d_k$ is an eigenvalue but $c_k\ne0$. The rows then remove one amplitude after another:

1. Row $k$ reads $c_kx+d_ky_k=d_ky_k$, so $c_kx=0$ and $x=0$.
2. For $j\ne k$, the row becomes $(d_j-d_k)y_j=0$, so $y_j=0$.
3. The row of the single excitation is reduced to $c_ky_k=0$, so $y_k=0$.

The whole vector vanishes, which is a contradiction. In the other direction, if $c_k=0$, for instance because symmetry forbids the coupling, the pure double $k$ is already a normalised eigenvector with energy $d_k$.

The proof takes the three steps in this order, as `hx`, `hj` and the final `hk`. For the converse it supplies the unit vector on double $k$.

Distinctness matters in the second step. If two doubles share the energy $d$ and have nonzero couplings $c_1$ and $c_2$, the combination $(0,c_2,-c_1)/\sqrt{c_1^2+c_2^2}$ decouples from the single excitation and has eigenvalue $d$, although both doubles couple.

```lean
/-- If the double excitations have distinct energies, the bare energy `d k` is an eigenvalue
of the arrow matrix exactly when that double does not couple to the single excitation. -/
theorem bare_double_iff (s : ℝ) (c : ι → ℝ) {d : ι → ℝ} (hd : Function.Injective d)
    (k : ι) : IsExcitationEnergy s c d (d k) ↔ c k = 0 := by
  constructor
  · rintro ⟨v, hv, h⟩
    by_contra hc
    obtain ⟨h0, h1⟩ := (eigen_iff s c d (d k) v).1 h
    -- row `k` removes the single, the other rows remove the other doubles
    have hx : v (Sum.inl ()) = 0 := by
      have hk : c k * v (Sum.inl ()) = 0 := by linear_combination h1 k
      exact (mul_eq_zero.1 hk).resolve_left hc
    have hj : ∀ j, j ≠ k → v (Sum.inr j) = 0 := by
      intro j hjk
      have hz : (d j - d k) * v (Sum.inr j) = 0 := by
        linear_combination h1 j - c j * hx
      exact (mul_eq_zero.1 hz).resolve_left (sub_ne_zero.2 fun e => hjk (hd e))
    have hsum : ∑ j, c j * v (Sum.inr j) = c k * v (Sum.inr k) :=
      Finset.sum_eq_single k (fun j _ hjk => by rw [hj j hjk, mul_zero])
        (fun hk => absurd (Finset.mem_univ k) hk)
    have hk : v (Sum.inr k) = 0 := by
      have hz : c k * v (Sum.inr k) = 0 := by
        linear_combination h0 - hsum + (d k - s) * hx
      exact (mul_eq_zero.1 hz).resolve_left hc
    apply hv
    funext i
    rcases i with u | j
    · cases u
      exact hx
    · by_cases hjk : j = k
      · rw [hjk]
        exact hk
      · exact hj j hjk
  · intro hc
    refine ⟨Sum.elim (fun _ => 0) (fun j => if j = k then 1 else 0), ?_, ?_⟩
    · intro h0
      have h1 := congrFun h0 (Sum.inr k)
      simp at h1
    · rw [eigen_iff]
      refine ⟨by simp [hc], fun j => ?_⟩
      by_cases hjk : j = k
      · subst hjk
        simp
      · simp [hjk]
```

## The whole set of eigenvalues

Now let the doubles have distinct energies and let every $c_j$ be nonzero. No $d_k$ is then an eigenvalue, so every eigenvalue lies where the elimination works. Hence

$$
w\text{ is an eigenvalue}
\iff
w\ne d_j\text{ for every }j\ \text{ and }\ w=f(w).
$$

The condition $w\ne d_j$ on the right is readily left out, since the formula seems to exclude the poles by itself. In Lean, however, division by zero returns zero. With one double and $s=d=5$, $c=2$, the equation at $w=5$ would read $5=5+0$ and appear to be solved, whereas the eigenvalues are $3$ and $7$. The explicit condition removes such false roots.

The proof combines the two preceding results: `bare_double_iff` rules out the bare energies, and `isExcitationEnergy_iff_dressed` handles all other frequencies. The theorem identifies the eigenvalues as a set and makes no statement about their number or multiplicity.

```lean
/-- If the double excitations have distinct energies and all couple to the single excitation,
the eigenvalues are exactly the solutions of the dressed equation away from its poles. -/
theorem spectrum_eq_dressed_solutions (s : ℝ) {c d : ι → ℝ} (hd : Function.Injective d)
    (hc : ∀ j, c j ≠ 0) (w : ℝ) :
    IsExcitationEnergy s c d w ↔ (∀ j, w ≠ d j) ∧ w = dressedEnergy s c d w := by
  constructor
  · intro h
    have hw : ∀ j, w ≠ d j := by
      intro j hj
      rw [hj] at h
      exact hc j ((bare_double_iff s c hd j).1 h)
    exact ⟨hw, (isExcitationEnergy_iff_dressed s c d hw).1 h⟩
  · rintro ⟨hw, h⟩
    exact (isExcitationEnergy_iff_dressed s c d hw).2 h

end

end DressedKernel
```

```lean
#print axioms DressedKernel.arrow_isSymm
-- 'DressedKernel.arrow_isSymm' depends on axioms: [propext, Classical.choice, Quot.sound]
#print axioms DressedKernel.single_weight
-- 'DressedKernel.single_weight' depends on axioms: [propext, Classical.choice, Quot.sound]
#print axioms DressedKernel.spectrum_eq_dressed_solutions
-- 'DressedKernel.spectrum_eq_dressed_solutions' depends on axioms: [propext, Classical.choice, Quot.sound]
```
